# First-order naive error and second-order robust error of a Euclidean density fit in a two-function model

The Coulomb self-repulsion $(f|f)=\iint f(\mathbf r)\,f(\mathbf r')/|\mathbf r-\mathbf r'|\,d\mathbf r\,d\mathbf r'$ of an electron density $f$, expanded in products of Gaussian basis functions, is built from four-centre integrals. Density fitting replaces $f$ by an approximation $f'$ in a smaller auxiliary space. Two choices are then open: the metric in which $f'$ is fitted, and the expression that stands in for $(f|f)$, either the naive $(f'|f')$ or the robust $2(f|f')-(f'|f')$. The question is how the error of each expression scales with the residual $\delta=f-f'$ when the fitting metric is not the Coulomb one.

## Densities, metrics and fits

A density is represented by its real coefficient vector in a finite basis, whose functions are labelled by a finite index type `n`. All integrals are absorbed into a matrix.

```lean
import Mathlib

open Matrix Asymptotics Filter Topology

namespace RobustDensityFitting

noncomputable section

variable {n : Type*} [Fintype n]
```

For a real matrix $W$ the form is $(f|W|g)=f^{\mathsf T}Wg=\sum_{ij}f_iW_{ij}g_j$. The letter $M$ is kept for the Coulomb matrix, and $(f|g)$ abbreviates $(f|M|g)$. The Coulomb kernel is symmetric in $\mathbf r$ and $\mathbf r'$, so $M$ is symmetric, and symmetry is the one property of $M$ that the general theorems assume. The factor $\tfrac12$ of the Hartree energy is left out throughout.

```lean
/-- The bilinear form `(f|W|g) = fᵀ W g` of two densities in the metric `W`. -/
def pairing (W : Matrix n n ℝ) (f g : n → ℝ) : ℝ := f ⬝ᵥ W *ᵥ g
```

The basis is taken large enough to represent both the density and the auxiliary functions, which need not be combinations of the orbital products. The auxiliary space $S$ is then a linear subspace of the coefficient vectors. A vector $f'$ is a best fit of $f$ in the metric $W$ if $f'\in S$ and $(f-f'|W|f-f')\le(f-g|W|f-g)$ for all $g\in S$. This is a property of a given $f'$; the definition promises neither existence nor uniqueness.

```lean
/-- `f'` is a least-squares fit of `f` in the auxiliary space `S`: it lies in `S` and
minimises `(f - g|W|f - g)` over `g ∈ S`. -/
def IsBestFit (W : Matrix n n ℝ) (S : Submodule ℝ (n → ℝ)) (f f' : n → ℝ) : Prop :=
  f' ∈ S ∧ ∀ g ∈ S, pairing W (f - f') (f - f') ≤ pairing W (f - g) (f - g)
```

The errors are exact value minus approximation: $E_{\rm n}=(f|f)-(f'|f')$ and $E_{\rm r}=(f|f)-[2(f|f')-(f'|f')]$.

```lean
/-- Error of the naive fitted self-repulsion, `(f|f) - (f'|f')`. -/
def naiveError (M : Matrix n n ℝ) (f f' : n → ℝ) : ℝ := pairing M f f - pairing M f' f'

/-- The robust fitted self-repulsion `2 (f|f') - (f'|f')`. -/
def robustEnergy (M : Matrix n n ℝ) (f f' : n → ℝ) : ℝ := 2 * pairing M f f' - pairing M f' f'

/-- Error of the robust fitted self-repulsion, `(f|f) - [2 (f|f') - (f'|f')]`. -/
def robustError (M : Matrix n n ℝ) (f f' : n → ℝ) : ℝ := pairing M f f - robustEnergy M f f'
```

## Both errors in terms of the residual

For symmetric $W$ (`W.IsSymm`, meaning $W^{\mathsf T}=W$), $f^{\mathsf T}Wg=(W^{\mathsf T}f)\cdot g=(Wf)\cdot g=g^{\mathsf T}Wf$. The four rewrites in the proof are these three equalities, the first taken in two steps.

```lean
/-- For a symmetric metric, `(f|g) = (g|f)`. -/
theorem pairing_comm {W : Matrix n n ℝ} (hW : W.IsSymm) (f g : n → ℝ) :
    pairing W f g = pairing W g f := by
  unfold pairing
  rw [Matrix.dotProduct_mulVec, ← Matrix.mulVec_transpose, hW.eq, dotProduct_comm]
```

For vectors $a,d$ and a real $t$, bilinearity gives
$$(a+td|W|a+td)=(a|W|a)+t(a|W|d)+t(d|W|a)+t^2(d|W|d),$$
and symmetry merges the cross terms into $2t(a|W|d)$. After `simp only` has expanded both sides, they differ by $-t\,[(a|W|d)-(d|W|a)]$, which is the content of `linear_combination (-t) * h`.

```lean
/-- Expansion along a line, for a symmetric metric: `(a + t d|a + t d) = (a|a) + 2 t (a|d) + t² (d|d)`. -/
theorem pairing_shift {W : Matrix n n ℝ} (hW : W.IsSymm) (a d : n → ℝ) (t : ℝ) :
    pairing W (a + t • d) (a + t • d)
      = pairing W a a + 2 * t * pairing W a d + t ^ 2 * pairing W d d := by
  have h := pairing_comm hW a d
  simp only [pairing, Matrix.mulVec_add, Matrix.mulVec_smul, dotProduct_add, add_dotProduct,
    dotProduct_smul, smul_dotProduct, smul_eq_mul] at h ⊢
  linear_combination (-t) * h
```

Expanding the self-repulsion of the residual,
$$(\delta|\delta)=(f|f)-(f|f')-(f'|f)+(f'|f')=(f|f)-2(f|f')+(f'|f')=E_{\rm r}.$$
This holds for every $f'$, however it was obtained.

```lean
/-- For symmetric `M` and any vector `f'`, the robust error equals `(f - f'|M|f - f')`. -/
theorem robustError_eq {M : Matrix n n ℝ} (hM : M.IsSymm) (f f' : n → ℝ) :
    robustError M f f' = pairing M (f - f') (f - f') := by
  have h := pairing_comm hM f f'
  simp only [robustError, robustEnergy, pairing, Matrix.mulVec_sub, dotProduct_sub,
    sub_dotProduct] at h ⊢
  linarith
```

The difference of the two errors is
$$E_{\rm n}-E_{\rm r}=2(f|f')-2(f'|f')=2(f'|f-f'),$$
so $E_{\rm n}=2(f'|\delta)+E_{\rm r}$, with a term linear in $\delta$. Both proofs expand the forms and close the linear identity with `linarith`, using $(f|f')=(f'|f)$.

```lean
/-- For symmetric `M`, the naive error is the robust error plus the term `2 (f'|f - f')`. -/
theorem naiveError_eq {M : Matrix n n ℝ} (hM : M.IsSymm) (f f' : n → ℝ) :
    naiveError M f f' = 2 * pairing M f' (f - f') + robustError M f f' := by
  have h := pairing_comm hM f f'
  simp only [naiveError, robustError, robustEnergy, pairing, Matrix.mulVec_sub,
    dotProduct_sub] at h ⊢
  linarith
```

## Orthogonality of the residual of a best fit

Let $f'$ be a best fit in a symmetric metric $W$ and take $g\in S$. The trial fit $f'-tg$ lies in $S$ for all real $t$ and has residual $\delta+tg$, so
$$0\le(\delta+tg|W|\delta+tg)-(\delta|W|\delta)=2t\,(\delta|W|g)+t^2(g|W|g).$$
This is `key`. A real polynomial $\alpha t^2+\beta t+\gamma$ that is nowhere negative has $\beta^2-4\alpha\gamma\le0$. With $\beta=2(\delta|W|g)$ and $\gamma=0$ this reads $4(\delta|W|g)^2\le0$, and therefore $(\delta|W|g)=0$.

```lean
/-- For a symmetric fitting metric, the residual of a least-squares fit is orthogonal, in that metric, to every
function of the auxiliary space. -/
theorem bestFit_orthogonal {W : Matrix n n ℝ} (hW : W.IsSymm) {S : Submodule ℝ (n → ℝ)}
    {f f' : n → ℝ} (h : IsBestFit W S f f') : ∀ g ∈ S, pairing W (f - f') g = 0 := by
  obtain ⟨hmem, hmin⟩ := h
  intro g hg
  -- compare the fit with the trial fits f' - t g
  have key : ∀ t : ℝ, 0 ≤ 2 * t * pairing W (f - f') g + t ^ 2 * pairing W g g := by
    intro t
    have h1 := hmin (f' - t • g) (S.sub_mem hmem (S.smul_mem t hg))
    have e : f - (f' - t • g) = (f - f') + t • g := by abel
    rw [e, pairing_shift hW] at h1
    linarith
  -- a nonnegative quadratic has nonpositive discriminant
  have hd := discrim_le_zero (a := pairing W g g) (b := 2 * pairing W (f - f') g) (c := 0)
    (fun x => by have := key x; nlinarith)
  unfold discrim at hd
  have hsq : pairing W (f - f') g ^ 2 ≤ 0 := by nlinarith
  exact (pow_eq_zero_iff two_ne_zero).mp (le_antisymm hsq (sq_nonneg _))
```

The lemma `discrim_le_zero` is worth reusing for stationarity conditions of quadratic functionals. It needs no assumption on the leading coefficient, so the case $(g|W|g)=0$ is not treated separately, no derivative is taken, and positivity of $W$ is not required.

If the fit is made in $M$ itself, the choice $g=f'\in S$ gives $(f'|\delta)=(\delta|f')=0$, and $E_{\rm n}=E_{\rm r}$.

```lean
/-- If the fit is made in the same symmetric metric `M` in which the errors are evaluated, the naive and robust errors coincide. -/
theorem coulombFit_naive_eq_robust {M : Matrix n n ℝ} (hM : M.IsSymm)
    {S : Submodule ℝ (n → ℝ)} {f f' : n → ℝ} (h : IsBestFit M S f f') :
    naiveError M f f' = robustError M f f' := by
  rw [naiveError_eq hM, pairing_comm hM f' (f - f'), bestFit_orthogonal hM h f' h.1]
  ring
```

## Order of the errors along a ray

Take the family $f=a+e\,d$ with a real parameter $e$ and the fit held at $a$, so that $\delta=e\,d$. Then
$$E_{\rm n}(e)=(a+ed|a+ed)-(a|a)=2e\,(a|d)+e^2(d|d),\qquad E_{\rm r}(e)=(ed|ed)=e^2(d|d).$$
The first comes from `pairing_shift`, the second from `robustError_eq`. Nothing is assumed about $a$ being a best fit.

```lean
/-- For symmetric `M` and the density `a + e d` with fit `a`, the naive error is `2 e (a|d) + e² (d|d)` and the
robust error is `e² (d|d)`. -/
theorem errors_along_ray {M : Matrix n n ℝ} (hM : M.IsSymm) (a d : n → ℝ) (e : ℝ) :
    naiveError M (a + e • d) a = 2 * e * pairing M a d + e ^ 2 * pairing M d d ∧
    robustError M (a + e • d) a = e ^ 2 * pairing M d d := by
  constructor
  · unfold naiveError
    rw [pairing_shift hM]
    ring
  · rw [robustError_eq hM, add_sub_cancel_left]
    simp only [pairing, Matrix.mulVec_smul, dotProduct_smul, smul_dotProduct, smul_eq_mul]
    ring
```

Write $b=(a|d)$ and $c=(d|d)$. Three statements about $e\to0$ follow. The derivative of $2eb+e^2c$ at $0$ is $2b$, written with `HasDerivAt`. The robust error $ce^2$ is $O(e^2)$, where `=O[𝓝 0]` means bounded in absolute value by a constant times $e^2$ on a two-sided neighbourhood of $0$. And $E_{\rm n}=O(e^2)$ holds exactly when $b=0$. In one direction, $b=0$ leaves $ce^2$. In the other, a function that is $O(e^2)$ is $o(e)$ (`h1`); since it vanishes at $0$, this says that its derivative there is $0$ (`h2`); uniqueness of the derivative (`h2.unique hder`) gives $0=2b$.

```lean
/-- For symmetric `M` and the density `a + e d` with fit `a`, as `e → 0`: the naive error has slope `2 (a|d)`,
the robust error is `O(e²)`, and the naive error is `O(e²)` exactly when `(a|d) = 0`. -/
theorem error_order {M : Matrix n n ℝ} (hM : M.IsSymm) (a d : n → ℝ) :
    HasDerivAt (fun e : ℝ => naiveError M (a + e • d) a) (2 * pairing M a d) 0 ∧
    (fun e : ℝ => robustError M (a + e • d) a) =O[𝓝 0] (fun e : ℝ => e ^ 2) ∧
    ((fun e : ℝ => naiveError M (a + e • d) a) =O[𝓝 0] (fun e : ℝ => e ^ 2) ↔
      pairing M a d = 0) := by
  have hn : (fun e : ℝ => naiveError M (a + e • d) a)
      = fun e : ℝ => 2 * e * pairing M a d + e ^ 2 * pairing M d d :=
    funext fun e => (errors_along_ray hM a d e).1
  have hr : (fun e : ℝ => robustError M (a + e • d) a)
      = fun e : ℝ => e ^ 2 * pairing M d d :=
    funext fun e => (errors_along_ray hM a d e).2
  rw [hn, hr]
  generalize pairing M a d = b
  generalize pairing M d d = c
  have hder : HasDerivAt (fun e : ℝ => 2 * e * b + e ^ 2 * c) (2 * b) 0 :=
    ((((hasDerivAt_id' (0 : ℝ)).const_mul 2).mul_const b).fun_add
      ((hasDerivAt_pow 2 (0 : ℝ)).mul_const c)).congr_deriv (by simp)
  have hO : (fun e : ℝ => c * e ^ 2) =O[𝓝 0] (fun e : ℝ => e ^ 2) :=
    (isBigO_refl (fun e : ℝ => e ^ 2) (𝓝 0)).const_mul_left c
  refine ⟨hder, hO.congr_left (fun x => by ring), ?_, ?_⟩
  · -- O(e²) implies o(e), hence zero slope
    intro h
    have h1 := h.trans_isLittleO (isLittleO_pow_id one_lt_two)
    have h2 : HasDerivAt (fun e : ℝ => 2 * e * b + e ^ 2 * c) 0 0 := by
      rw [hasDerivAt_iff_isLittleO]
      exact h1.congr (fun x => by simp) (fun x => by simp)
    have h3 := h2.unique hder
    linarith
  · intro hb
    rw [hb]
    exact hO.congr_left (fun x => by ring)
```

## The two-function model

The basis has two functions with indices $0$ and $1$. The model data are
$$M=\begin{pmatrix}2&1\\1&2\end{pmatrix},\qquad f(e)=(1,e),\qquad a=(1,0),\qquad S=\{c\,a : c\in\mathbb R\},$$
where $c$ now denotes the fit coefficient. The entries of $M$ are chosen numbers and are not computed from any Gaussian functions.

```lean
/-- The model Coulomb metric on two functions. -/
def coulombMetric : Matrix (Fin 2) (Fin 2) ℝ := !![2, 1; 1, 2]

/-- The model density `(1, e)`. -/
def density (e : ℝ) : Fin 2 → ℝ := ![1, e]

/-- The single auxiliary function `(1, 0)`. -/
def auxFun : Fin 2 → ℝ := ![1, 0]

/-- The auxiliary space spanned by `(1, 0)`. -/
def auxSpace : Submodule ℝ (Fin 2 → ℝ) := Submodule.span ℝ {auxFun}
```

For vectors $x,y$, $(x|y)=2x_0y_0+x_0y_1+x_1y_0+2x_1y_1$. The matrix is symmetric, and
$$(x|x)=x_0^2+x_1^2+(x_0+x_1)^2>0\quad\text{for }x\neq0 .$$
The proof assumes $(x|x)\le0$, and the two `nlinarith` calls extract $x_0^2\le0$ and $x_1^2\le0$ from the sum of squares. Positive definiteness is not used later; it records that $M$ has the property expected of a Coulomb matrix.

```lean
/-- The model Coulomb metric is symmetric, its form is `2 x₀ y₀ + x₀ y₁ + x₁ y₀ + 2 x₁ y₁`,
and it is positive definite. -/
theorem coulombMetric_props :
    coulombMetric.IsSymm ∧
    (∀ x y : Fin 2 → ℝ, pairing coulombMetric x y
      = 2 * x 0 * y 0 + x 0 * y 1 + x 1 * y 0 + 2 * x 1 * y 1) ∧
    ∀ x : Fin 2 → ℝ, x ≠ 0 → 0 < pairing coulombMetric x x := by
  have hform : ∀ x y : Fin 2 → ℝ, pairing coulombMetric x y
      = 2 * x 0 * y 0 + x 0 * y 1 + x 1 * y 0 + 2 * x 1 * y 1 := by
    intro x y
    have h00 : coulombMetric 0 0 = 2 := rfl
    have h01 : coulombMetric 0 1 = 1 := rfl
    have h10 : coulombMetric 1 0 = 1 := rfl
    have h11 : coulombMetric 1 1 = 2 := rfl
    simp only [pairing, Matrix.mulVec, dotProduct, Fin.sum_univ_two, h00, h01, h10, h11]
    ring
  refine ⟨?_, hform, ?_⟩
  · show coulombMetricᵀ = coulombMetric
    ext i j
    fin_cases i <;> fin_cases j <;> rfl
  · intro x hx
    rw [hform]
    by_contra hle
    have hle' := not_lt.mp hle
    -- the form equals x₀² + x₁² + (x₀ + x₁)²
    have s0 : x 0 ^ 2 ≤ 0 := by nlinarith [sq_nonneg (x 0 + x 1), sq_nonneg (x 1)]
    have s1 : x 1 ^ 2 ≤ 0 := by nlinarith [sq_nonneg (x 0 + x 1), sq_nonneg (x 0)]
    have h0 : x 0 = 0 := (pow_eq_zero_iff two_ne_zero).mp (le_antisymm s0 (sq_nonneg _))
    have h1 : x 1 = 0 := (pow_eq_zero_iff two_ne_zero).mp (le_antisymm s1 (sq_nonneg _))
    apply hx
    ext i
    fin_cases i
    · exact h0
    · exact h1
```

The Euclidean metric is $W=1$, the identity matrix, which is the overlap metric if the two basis functions are taken orthonormal. A best fit has the form $f'=c\,a$ with residual $(1-c,\,e)$, and orthogonality to $a$ (`horth`) gives $1-c=0$. Conversely, the squared length of the residual is $(1-c)^2+e^2\ge e^2$, the value at $c=1$. So $f'$ is a Euclidean best fit of $(1,e)$ if and only if $f'=(1,0)$, for every $e$.

```lean
/-- A vector is a Euclidean least-squares fit of `(1, e)` in the auxiliary space exactly when
it is `(1, 0)`. -/
theorem euclidean_fit_iff (e : ℝ) (f' : Fin 2 → ℝ) :
    IsBestFit 1 auxSpace (density e) f' ↔ f' = auxFun := by
  have hp : ∀ x y : Fin 2 → ℝ, pairing 1 x y = x 0 * y 0 + x 1 * y 1 := by
    intro x y
    unfold pairing
    rw [Matrix.one_mulVec]
    simp [dotProduct, Fin.sum_univ_two]
  have d0 : density e 0 = 1 := rfl
  have d1 : density e 1 = e := rfl
  have a0 : auxFun 0 = 1 := rfl
  have a1 : auxFun 1 = 0 := rfl
  have hmem : auxFun ∈ auxSpace := Submodule.mem_span_singleton_self auxFun
  constructor
  · intro h
    have horth := bestFit_orthogonal Matrix.isSymm_one h auxFun hmem
    have hf : f' ∈ Submodule.span ℝ {auxFun} := h.1
    obtain ⟨c, hc⟩ := Submodule.mem_span_singleton.mp hf
    rw [← hc] at horth
    simp only [hp, Pi.sub_apply, Pi.smul_apply, smul_eq_mul, d0, d1, a0, a1] at horth
    have hc1 : c = 1 := by linarith
    rw [← hc, hc1, one_smul]
  · intro h
    rw [h]
    refine ⟨hmem, fun g hg => ?_⟩
    have hg' : g ∈ Submodule.span ℝ {auxFun} := hg
    obtain ⟨c, hc⟩ := Submodule.mem_span_singleton.mp hg'
    rw [← hc]
    simp only [hp, Pi.sub_apply, Pi.smul_apply, smul_eq_mul, d0, d1, a0, a1]
    nlinarith [sq_nonneg (1 - c)]
```

The main theorem takes a function `fit` that assigns a vector to each $e$, and the hypothesis `hfit` that each is a Euclidean best fit of $f(e)$ in $S$. By the equivalence just shown, the constant function $a$ satisfies `hfit` and is the one function that does (`hf`). With $d=(0,1)$ one has $f(e)=a+e\,d$ (`hd`). The residual direction is Euclidean-orthogonal to $a$, but in the Coulomb metric $(a|d)=M_{01}=1$ (`hb`) and $(d|d)=M_{11}=2$ (`hc`). Inserting these,
$$E_{\rm n}=2e+2e^2,\qquad E_{\rm r}=2e^2 .$$
The theorem states these formulas for all real $e$, that $E_{\rm n}$ has slope $2$ at $e=0$ and is not $O(e^2)$, and that $E_{\rm r}$ is $O(e^2)$. The negative statement comes from the equivalence in `error_order`, which would force $1=0$.

```lean
/-- For the density `(1, e)` with its Euclidean fit and the model Coulomb metric, the naive
error is `2 e + 2 e²`, has slope `2` at `e = 0` and is not `O(e²)`, while the robust error is
`2 e²` and is `O(e²)`. -/
theorem euclidean_fit_counterexample (fit : ℝ → Fin 2 → ℝ)
    (hfit : ∀ e, IsBestFit 1 auxSpace (density e) (fit e)) :
    (∀ e, naiveError coulombMetric (density e) (fit e) = 2 * e + 2 * e ^ 2 ∧
      robustError coulombMetric (density e) (fit e) = 2 * e ^ 2) ∧
    HasDerivAt (fun e : ℝ => naiveError coulombMetric (density e) (fit e)) 2 0 ∧
    ¬ (fun e : ℝ => naiveError coulombMetric (density e) (fit e)) =O[𝓝 0]
        (fun e : ℝ => e ^ 2) ∧
    (fun e : ℝ => robustError coulombMetric (density e) (fit e)) =O[𝓝 0]
        (fun e : ℝ => e ^ 2) := by
  obtain ⟨hM, hform, -⟩ := coulombMetric_props
  have hf : ∀ e, fit e = auxFun := fun e => (euclidean_fit_iff e _).mp (hfit e)
  have hd : ∀ e : ℝ, density e = auxFun + e • (![0, 1] : Fin 2 → ℝ) := by
    intro e
    ext i
    fin_cases i <;> simp [density, auxFun]
  -- the residual direction couples to the fit through the Coulomb metric
  have hb : pairing coulombMetric auxFun (![0, 1] : Fin 2 → ℝ) = 1 := by
    rw [hform]
    simp [auxFun]
  have hc : pairing coulombMetric (![0, 1] : Fin 2 → ℝ) (![0, 1] : Fin 2 → ℝ) = 2 := by
    rw [hform]
    simp
  obtain ⟨h1, h2, h3⟩ := error_order hM auxFun (![0, 1] : Fin 2 → ℝ)
  simp only [hf, hd]
  refine ⟨fun e => ?_, h1.congr_deriv (by rw [hb, mul_one]), fun h => ?_, h2⟩
  · obtain ⟨e1, e2⟩ := errors_along_ray hM auxFun (![0, 1] : Fin 2 → ℝ) e
    rw [hb, hc] at e1
    rw [hc] at e2
    exact ⟨by linarith, by linarith⟩
  · have h0 := h3.mp h
    rw [hb] at h0
    exact one_ne_zero h0
```

For contrast, the fit in the Coulomb metric minimises
$$2(1-c)^2+2(1-c)e+2e^2=2\left(1-c+\tfrac e2\right)^2+\tfrac32e^2 .$$
The completed square is the hint given to `nlinarith`. The value $c=1+e/2$ is a minimiser, its robust error is $(\delta|\delta)=\tfrac32e^2$, and `coulombFit_naive_eq_robust` gives the same naive error. The theorem states that this vector is a best fit, without a uniqueness clause.

```lean
/-- The vector `(1 + e/2) (1, 0)` is a Coulomb-metric fit of `(1, e)`, and for it the naive
and robust errors are both `3 e² / 2`. -/
theorem coulomb_fit_witness (e : ℝ) :
    IsBestFit coulombMetric auxSpace (density e) ((1 + e / 2) • auxFun) ∧
    naiveError coulombMetric (density e) ((1 + e / 2) • auxFun) = 3 / 2 * e ^ 2 ∧
    robustError coulombMetric (density e) ((1 + e / 2) • auxFun) = 3 / 2 * e ^ 2 := by
  obtain ⟨hM, hform, -⟩ := coulombMetric_props
  have d0 : density e 0 = 1 := rfl
  have d1 : density e 1 = e := rfl
  have a0 : auxFun 0 = 1 := rfl
  have a1 : auxFun 1 = 0 := rfl
  have hmem : auxFun ∈ auxSpace := Submodule.mem_span_singleton_self auxFun
  have hbest : IsBestFit coulombMetric auxSpace (density e) ((1 + e / 2) • auxFun) := by
    refine ⟨auxSpace.smul_mem _ hmem, fun g hg => ?_⟩
    have hg' : g ∈ Submodule.span ℝ {auxFun} := hg
    obtain ⟨c, hc⟩ := Submodule.mem_span_singleton.mp hg'
    rw [← hc]
    simp only [hform, Pi.sub_apply, Pi.smul_apply, smul_eq_mul, d0, d1, a0, a1]
    nlinarith [sq_nonneg (1 - c + e / 2)]
  have hrob : robustError coulombMetric (density e) ((1 + e / 2) • auxFun)
      = 3 / 2 * e ^ 2 := by
    rw [robustError_eq hM]
    simp only [hform, Pi.sub_apply, Pi.smul_apply, smul_eq_mul, d0, d1, a0, a1]
    ring
  exact ⟨hbest, (coulombFit_naive_eq_robust hM hbest).trans hrob, hrob⟩

end

end RobustDensityFitting
```

```lean
#print axioms RobustDensityFitting.euclidean_fit_counterexample
```

```
'RobustDensityFitting.euclidean_fit_counterexample' depends on axioms: [propext, Classical.choice, Quot.sound]
```

## Scope, numbers and the role of symmetry

In a finite real coefficient model with a symmetric matrix standing for the Coulomb integrals, a fit made in a metric other than the Coulomb one can leave an energy error linear in the residual, which the robust expression removes. The order statements concern a one-parameter family with the fit fixed along it. Continuous densities, actual integrals, repulsions $(f|g)$ between different densities and derivatives with respect to nuclear positions do not enter. The remarks below are done on paper and have not been through Lean.

At $e=0.1$, $(f|f)=2+0.2+0.02=2.22$. The Euclidean fit has $(f'|f')=2$ and $(f|f')=2.1$, so the naive error is $0.22$, the robust energy is $4.2-2=2.2$, and the robust error is $0.02$. The Coulomb fit $c=1.05$ has $(f'|f')=2\cdot1.1025=2.205$ and $(f|f')=1.05\cdot2.1=2.205$, so both errors are $0.015$.

Symmetry of $M$ carries the cancellation. With $M=\begin{pmatrix}2&1\\0&2\end{pmatrix}$, $f=(1,e)$ and $f'=(1,0)$, one finds $(f|f)=2+e+2e^2$, $(f|f')=2$ and $(f'|f')=2$. The robust error becomes $e+2e^2$, first order in $e$, while $(\delta|\delta)=2e^2$.

In a program, $f'=\sum_Pc_P\chi_P$ over auxiliary functions $\chi_P$. With the two-centre integrals $V_{PQ}=(\chi_P|\chi_Q)$ and the vector $v_P=(\chi_P|f)$, obtained by contracting three-centre integrals with the density matrix, the naive energy is $\mathbf c^{\mathsf T}V\mathbf c$ and the robust one is $2\,\mathbf c^{\mathsf T}\mathbf v-\mathbf c^{\mathsf T}V\mathbf c$. The orthogonality condition of the Coulomb fit is the linear system $V\mathbf c=\mathbf v$, under which both energies equal $\mathbf c^{\mathsf T}\mathbf v$. In the model $V=2$ and $v=2+e$, which returns $c=1+e/2$; the Euclidean coefficient $c=1$ misses this equation by $e$, and twice that amount is the linear term of $E_{\rm n}$.
